# The integral of a derivative over the half-line equals the difference of its antiderivative's end limits

Let `G` be a real function of a real variable `r`, with derivative `g r` at every `r > 0`, and let `g` be integrable on the open half-line. If `G` tends to a finite limit `L` as `r` falls to zero and to a finite limit `M` as `r` goes to infinity, then the integral of `g` over `r > 0` is `M - L`. In physics this evaluates a radial integral of a total derivative by its boundary terms; the statement itself involves no Hamiltonian or wavefunction, and it asks nothing of the value of `G` at the origin. The proof resets that value to `L`, which makes the function continuous from the right at zero, and then applies Mathlib's theorem for integrals over a half-line.

The first attempt, which Lean rejects:

```lean
import Mathlib

open Filter Topology Set MeasureTheory

namespace DrachmanContactDensity

noncomputable section

/-- If a function on the open half-line has an integrable derivative and finite limits at both ends,
the integral of the derivative is the limit at infinity minus the limit at the origin. -/
theorem integral_halfLine {G g : ℝ → ℝ} {L M : ℝ}
    (hG : ∀ r, 0 < r → HasDerivAt G (g r) r) (hi : IntegrableOn g (Ioi 0))
    (h0 : Tendsto G (𝓝[>] 0) (𝓝 L)) (hM : Tendsto G atTop (𝓝 M)) :
    ∫ r in Ioi (0 : ℝ), g r = M - L := by
  -- replace the value at the origin by the one-sided limit
  have hc : ContinuousWithinAt (Function.update G 0 L) (Ici 0) 0 := by
    rw [continuousWithinAt_update_same, Ici_diff_left]
    exact h0
  have hd : ∀ r ∈ Ioi (0 : ℝ), HasDerivAt (Function.update G 0 L) (g r) r := by
    intro r hr
    have hr' : 0 < r := hr
    refine (hG r hr').congr_of_eventuallyEq ?_
    filter_upwards [Ioi_mem_nhds hr'] with s hs
    exact Function.update_of_ne (show (0 : ℝ) < s from hs).ne' _ _
  have ht : Tendsto (Function.update G 0 L) atTop (𝓝 M) := by
    refine hM.congr' ?_
    filter_upwards [eventually_gt_atTop (0 : ℝ)] with s hs
    exact (Function.update_of_ne hs.ne' _ _).symm
  rw [integral_Ioi_of_hasDerivAt_of_tendsto hc hd hi ht, Function.update_self]

end

end DrachmanContactDensity
```

The compiler's answer:

```
Main.lean:17:40: error(lean.unknownIdentifier): Unknown identifier `Ici_diff_left`
```

The mended proof, as a diff:

```diff
@@ -14,6 +14,15 @@
     ∫ r in Ioi (0 : ℝ), g r = M - L := by
   -- replace the value at the origin by the one-sided limit
+  have hs : Ici (0 : ℝ) \ {0} = Ioi 0 := by
+    ext x
+    constructor
+    · intro h
+      show (0 : ℝ) < x
+      exact lt_of_le_of_ne h.1 (fun e => h.2 e.symm)
+    · intro h
+      have hx : (0 : ℝ) < x := h
+      exact ⟨hx.le, fun e => hx.ne' e⟩
   have hc : ContinuousWithinAt (Function.update G 0 L) (Ici 0) 0 := by
-    rw [continuousWithinAt_update_same, Ici_diff_left]
+    rw [continuousWithinAt_update_same, hs]
     exact h0
   have hd : ∀ r ∈ Ioi (0 : ℝ), HasDerivAt (Function.update G 0 L) (g r) r := by
```

The message says that Lean finds nothing called `Ici_diff_left`, even with the namespace `Set` open. The name was meant to supply a set identity in the proof of continuity at the origin.

There, `continuousWithinAt_update_same` turns continuity of the updated function into a limit of `G` at zero within `Ici 0 \ {0}`, the closed half-line with its endpoint removed. The hypothesis `h0` gives the limit within `Ioi 0`, the open half-line. These are the same set, but the goal has to be rewritten from one form to the other before `exact h0` is tried, and the missing lemma was to do that.

The repair proves the identity on the spot, as `hs`. Its two directions say that a number which is at least zero and not zero is positive, and that a positive number is at least zero and not zero. Rewriting with `hs` in place of the unknown name puts the goal in the form of `h0`, and the rest of the proof stands unchanged.
